# The characteristic polynomial of a heteroatomic ring from its transfer matrices

Take three equal sites with site energy 0 and bonds 1. Multiplying their transfer matrices and taking the trace gives x³ − 3x, with roots 0 and ±√3. The ring's levels are 2, −1, −1, the roots of x³ − 3x − 2. The trace alone misses the electron's circulation around the ring, which contributes minus twice the product of the bonds.

## Derivation by cutting the ring

Let n ≥ 3. Site i has energy a_i, and bond b_i joins i to i+1, cyclically. The Hamiltonian H is the symmetric n × n matrix with the energies on its diagonal, the bonds between neighbouring sites and zeros elsewhere. With b_(−1) = b_(n−1), the claim is

det(x − H) = tr(T_(n−1) ⋯ T_0) − 2 b_0 ⋯ b_(n−1),

T_i = [[x − a_i, −b_(i−1)²], [1, 0]].

Consider first a ring matrix with diagonal d_i, bonds c_i and closing bond e. Let K(i,m) be the determinant of the open chain of m sites starting at site i, with K(i,0) = 1. The first row contains d_0, c_0 and e. The minors of c_0 and e, expanded along their first columns, are

M_1 = c_0 K(2,n−2) + (−1)^(n−2) e c_1 ⋯ c_(n−2),

M_(n−1) = c_0 ⋯ c_(n−2) + (−1)^(n−2) e K(1,n−2).

Since det = d_0 K(1,n−1) − c_0 M_1 + (−1)^(n−1) e M_(n−1),

det = d_0 K(1,n−1) − c_0² K(2,n−2) − e² K(1,n−2) + 2(−1)^(n−1) e c_0 ⋯ c_(n−2).

The last term collects two equal contributions, one for each direction around the ring. Setting e = 0 gives the chain recursion, which also holds for two sites:

K(0,m+2) = d_0 K(1,m+1) − c_0² K(2,m).

The recursion at the other end is

K(0,m+2) = d_(m+1) K(0,m+1) − c_m² K(0,m).

For m = 0 and m = 1 both recursions give the same polynomials. For m ≥ 2, apply the end recursion to K(1,m+1) and K(2,m), then collect the factors d_(m+1) and −c_m²; their coefficients are K(0,m+1) and K(0,m) by the front recursion.

Now put d_i and c_(i−1) into T_i, with c_(−1) = c_(n−1). Induction on m ≥ 2 gives

T_(m−1) ⋯ T_0 = [[K(0,m), −c_(n−1)² K(1,m−1)], [K(0,m−1), −c_(n−1)² K(1,m−2)]].

Multiplication by T_m applies the end recursion to the top row and moves the old top row down. At m = n the trace is K(0,n) − c_(n−1)² K(1,n−2), so for e = c_(n−1)

det = trace + 2(−1)^(n−1) c_0 ⋯ c_(n−1).

Finally set d_i = x − a_i and c_i = −b_i. The squares are unchanged, and the product gains (−1)^n, leaving −2 b_0 ⋯ b_(n−1).

## Rings and chains in Lean

Parameters lie in any commutative ring `R`.

```lean
import Mathlib

open Polynomial

namespace HeteroatomicRing

variable {R : Type*} [CommRing R]
```

They are sequences on ℕ, of which the first n values matter. `table` turns an entry function into a matrix.

```lean
/-- The square matrix of size `n` whose entries are read off from a function of two site numbers. -/
def table (f : ℕ → ℕ → R) (n : ℕ) : Matrix (Fin n) (Fin n) R :=
  Matrix.of fun i j => f i j

/-- Matrix element between sites `i` and `j`: site energy `d i`, bond `c i` between `i` and `i + 1`,
and, if `n` is at least three, closing bond `e` between the first and the last of `n` sites. -/
def entry (d c : ℕ → R) (e : R) (n i j : ℕ) : R :=
  if i = j then d i else if j = i + 1 then c i else if i = j + 1 then c j
  else if (i = 0 ∧ j + 1 = n) ∨ (j = 0 ∧ i + 1 = n) then e else 0

/-- Hamiltonian of an `n`-ring with site energies `d`, bonds `c` and closing bond `e`. -/
def ringMatrix (d c : ℕ → R) (e : R) (n : ℕ) : Matrix (Fin n) (Fin n) R :=
  table (entry d c e n) n
```

The matrix is symmetric, so complex Hermitian bonds carrying a magnetic phase are not covered. The orbitals are taken as orthonormal, so det(x − H) contains no overlap matrix. An open chain has closing bond zero, and `dropFirst` shifts the labels: K(1,m) is the determinant of `chain (dropFirst d) (dropFirst c) m`.

```lean
/-- Hamiltonian of the open chain: the closing bond is cut. -/
def chain (d c : ℕ → R) (n : ℕ) : Matrix (Fin n) (Fin n) R := ringMatrix d c 0 n

/-- The parameters that remain when the first site is removed. -/
def dropFirst (d : ℕ → R) (i : ℕ) : R := d (i + 1)
```

The next definitions fix the cyclic index and place later sites on the left.

```lean
/-- The bond that precedes site `i` in an `n`-ring; site `0` is preceded by bond `n - 1`. -/
def previousBond (c : ℕ → R) (n : ℕ) : ℕ → R
  | 0 => c (n - 1)
  | i + 1 => c i

/-- Transfer matrix of site `i`, with first row `d i` and minus the square of the bond before it. -/
def siteTransfer (d c : ℕ → R) (n i : ℕ) : Matrix (Fin 2) (Fin 2) R :=
  !![d i, -(previousBond c n i) ^ 2; 1, 0]

/-- The ordered product `M (k-1) * ... * M 1 * M 0`, later sites standing on the left. -/
def orderedProduct (M : ℕ → Matrix (Fin 2) (Fin 2) R) : ℕ → Matrix (Fin 2) (Fin 2) R
  | 0 => 1
  | k + 1 => M k * orderedProduct M k
```

## Expanding the determinant

The first lemma expands along the first row; the second handles a first column with nonzero entries only at its ends.

```lean
/-- Expansion of a determinant along the row of the first site. -/
theorem det_row (f : ℕ → ℕ → R) (n : ℕ) :
    (table f (n + 1)).det = ∑ p ∈ Finset.range (n + 1), (-1) ^ p * f 0 p *
      (table (fun i j => f (i + 1) (if j < p then j else j + 1)) n).det := by
  rw [Matrix.det_succ_row_zero, Finset.sum_range]
  refine Finset.sum_congr rfl fun p _ => ?_
  have h : (table f (n + 1)).submatrix Fin.succ p.succAbove =
      table (fun i j => f (i + 1) (if j < (p : ℕ) then j else j + 1)) n := by
    ext i j
    have hv : ((p.succAbove j : Fin (n + 1)) : ℕ) = if (j : ℕ) < p then (j : ℕ) else j + 1 := by
      by_cases h : (j : ℕ) < p
      · rw [if_pos h, Fin.succAbove_of_castSucc_lt _ _ h]; rfl
      · rw [if_neg h, Fin.succAbove_of_le_castSucc _ _ (Nat.le_of_not_lt h)]; rfl
    exact congrArg (f (i + 1)) hv
  exact congrArg (fun D => (-1) ^ (p : ℕ) * f 0 p * Matrix.det D) h

/-- Expansion along a first column in which only the first and the last entry may be nonzero. -/
theorem det_two_entry_column (g : ℕ → ℕ → R) (k : ℕ) {u v D E : R}
    (hz : ∀ q, q < k → g (q + 1) 0 = 0) (hu : g 0 0 = u) (hv : g (k + 1) 0 = v)
    (hD : (table (fun i j => g (i + 1) (j + 1)) (k + 1)).det = D)
    (hE : (table (fun i j => g i (j + 1)) (k + 1)).det = E) :
    (table g (k + 2)).det = u * D + (-1) ^ (k + 1) * v * E := by
  subst hu hv hD hE
  have ht : ∀ (f : ℕ → ℕ → R) (n : ℕ), (table f n).det = (table (fun i j => f j i) n).det :=
    fun f n => (Matrix.det_transpose (table f n)).symm
  have e0 : (table (fun i j => g (if j < 0 then j else j + 1) (i + 1)) (k + 1)).det =
      (table (fun i j => g (i + 1) (j + 1)) (k + 1)).det := by
    rw [ht]
    simp
  have e1 : (table (fun i j => g (if j < k + 1 then j else j + 1) (i + 1)) (k + 1)).det =
      (table (fun i j => g i (j + 1)) (k + 1)).det := by
    rw [ht]
    congr 1
    ext i j
    exact congrArg (fun t => g t (j + 1)) (if_pos i.2)
  rw [ht g (k + 2), det_row, Finset.sum_range_succ, Finset.sum_range_succ', Finset.sum_eq_zero]
  · linear_combination g 0 0 * e0 + (-1) ^ (k + 1) * g (k + 1) 0 * e1
  · intro q hq
    simp only [hz q (Finset.mem_range.mp hq), mul_zero, zero_mul]
```

With n = k + 3, `h1` and `h2` below are M_1 and M_(n−1). The bond products come from triangular minors, and `linear_combination` assembles the terms.

```lean
/-- The determinant of a ring of at least three sites is a combination of open-chain determinants
plus or minus twice the product of all bonds. -/
theorem det_ring_expand (d c : ℕ → R) (e : R) (k : ℕ) :
    (ringMatrix d c e (k + 3)).det = d 0 * (chain (dropFirst d) (dropFirst c) (k + 2)).det
      - c 0 ^ 2 * (chain (dropFirst (dropFirst d)) (dropFirst (dropFirst c)) (k + 1)).det
      - e ^ 2 * (chain (dropFirst d) (dropFirst c) (k + 1)).det
      + 2 * (-1) ^ k * e * ∏ i ∈ Finset.range (k + 2), c i := by
  have hc : ∀ (f g : ℕ → ℕ → R) (m : ℕ), (∀ i j, i < m → j < m → f i j = g i j) →
      (table f m).det = (table g m).det := fun f g m h =>
    congrArg Matrix.det (by ext i j; exact h i j i.2 j.2)
  have tri : ∀ (f : ℕ → ℕ → R) (w : ℕ → R), (∀ i, i < k + 1 → f i i = w i) →
      (∀ i j, i < k + 1 → j < i → f i j = 0) →
      (table f (k + 1)).det = ∏ i ∈ Finset.range (k + 1), w i := by
    intro f w hd h
    have hb : (table f (k + 1)).BlockTriangular id := fun i j hij => h i j i.2 hij
    rw [Finset.prod_range]
    exact (Matrix.det_of_isUpperTriangular hb).trans (Finset.prod_congr rfl fun i _ => hd i i.2)
  -- away from site 0 the closing bond does not appear
  have inner : ∀ i j : ℕ, entry d c e (k + 3) (i + 1) (j + 1) =
      if i = j then d (i + 1) else if j = i + 1 then c (i + 1)
      else if i = j + 1 then c (j + 1) else 0 := by
    intro i j
    have hn : ¬ ((i + 1 = 0 ∧ j + 1 + 1 = k + 3) ∨ (j + 1 = 0 ∧ i + 1 + 1 = k + 3)) := by
      rintro (⟨h, _⟩ | ⟨h, _⟩) <;> exact Nat.succ_ne_zero _ h
    unfold entry
    rw [if_neg hn]
    split_ifs <;> first | rfl | (exfalso; omega)
  -- the minor that belongs to the bond from site 0 to site 1
  have h1 : (table (fun i j => entry d c e (k + 3) (i + 1) (if j < 1 then j else j + 1))
      (k + 2)).det =
      c 0 * (chain (dropFirst (dropFirst d)) (dropFirst (dropFirst c)) (k + 1)).det
      + (-1) ^ (k + 1) * e * ∏ i ∈ Finset.range (k + 1), c (i + 1) := by
    refine det_two_entry_column _ k ?_ ?_ ?_ ?_ ?_
    · intro q hq
      unfold entry; split_ifs <;> first | rfl | (exfalso; omega)
    · unfold entry; split_ifs <;> first | rfl | (exfalso; omega)
    · unfold entry; split_ifs <;> first | rfl | (exfalso; omega)
    · refine hc _ (entry (dropFirst (dropFirst d)) (dropFirst (dropFirst c)) 0 (k + 1)) _ ?_
      intro i j hi hj
      rw [if_neg (show ¬ j + 1 < 1 by omega), inner]
      unfold entry; split_ifs <;> first | rfl | (exfalso; omega)
    · rw [← Matrix.det_transpose]
      refine tri (fun i j => entry d c e (k + 3) (j + 1)
        (if i + 1 < 1 then i + 1 else i + 1 + 1)) _ ?_ ?_
      · intro i hi
        rw [if_neg (show ¬ i + 1 < 1 by omega)]
        unfold entry; split_ifs <;> first | rfl | (exfalso; omega)
      · intro i j hi hj
        rw [if_neg (show ¬ i + 1 < 1 by omega), inner]
        split_ifs <;> first | rfl | (exfalso; omega)
  -- the minor that belongs to the closing bond
  have h2 : (table (fun i j => entry d c e (k + 3) (i + 1) (if j < k + 2 then j else j + 1))
      (k + 2)).det = c 0 * ∏ i ∈ Finset.range (k + 1), c (i + 1)
      + (-1) ^ (k + 1) * e * (chain (dropFirst d) (dropFirst c) (k + 1)).det := by
    refine det_two_entry_column _ k ?_ ?_ ?_ ?_ ?_
    · intro q hq
      unfold entry; split_ifs <;> first | rfl | (exfalso; omega)
    · unfold entry; split_ifs <;> first | rfl | (exfalso; omega)
    · unfold entry; split_ifs <;> first | rfl | (exfalso; omega)
    · refine tri _ _ ?_ ?_
      · intro i hi
        rw [if_pos (show i + 1 < k + 2 by omega)]
        unfold entry; split_ifs <;> first | rfl | (exfalso; omega)
      · intro i j hi hj
        rw [if_pos (show j + 1 < k + 2 by omega), inner]
        split_ifs <;> first | rfl | (exfalso; omega)
    · refine hc _ (entry (dropFirst d) (dropFirst c) 0 (k + 1)) _ ?_
      intro i j hi hj
      unfold entry; split_ifs <;> first | rfl | (exfalso; omega)
  have h0 : (table (fun i j => entry d c e (k + 3) (i + 1) (if j < 0 then j else j + 1))
      (k + 2)).det = (chain (dropFirst d) (dropFirst c) (k + 2)).det := by
    refine hc _ (entry (dropFirst d) (dropFirst c) 0 (k + 2)) _ ?_
    intro i j hi hj
    rw [if_neg (Nat.not_lt_zero j), inner]
    unfold entry; split_ifs <;> rfl
  have a0 : entry d c e (k + 3) 0 0 = d 0 := by simp [entry]
  have a1 : entry d c e (k + 3) 0 (0 + 1) = c 0 := by simp [entry]
  have a2 : entry d c e (k + 3) 0 (k + 2) = e := by
    unfold entry; split_ifs <;> first | rfl | (exfalso; omega)
  have hs : (-1 : R) ^ k * (-1) ^ k = 1 := by rw [← mul_pow]; simp
  have hP : ∏ i ∈ Finset.range (k + 2), c i =
      (∏ i ∈ Finset.range (k + 1), c (i + 1)) * c 0 := Finset.prod_range_succ' _ _
  rw [ringMatrix, det_row, Finset.sum_range_succ, Finset.sum_range_succ',
    Finset.sum_range_succ', Finset.sum_eq_zero, a0, a1, a2, h0, h2]
  · linear_combination (-c 0) * h1 - 2 * (-1) ^ k * e * hP -
      e ^ 2 * (chain (dropFirst d) (dropFirst c) (k + 1)).det * hs
  · intro q hq
    have hq' := Finset.mem_range.mp hq
    have hz : entry d c e (k + 3) 0 (q + 1 + 1) = 0 := by
      unfold entry; split_ifs <;> first | rfl | (exfalso; omega)
    simp only [hz, mul_zero, zero_mul]
```

## From chain recursions to the transfer product

The front recursion is the ring expansion at e = 0, with two sites checked directly. The end recursion follows by the induction above.

```lean
/-- Open-chain determinants for zero and one site, and their recursion on removing sites from the
front of the chain. -/
theorem chain_recursion (d c : ℕ → R) :
    (chain d c 0).det = 1 ∧ (chain d c 1).det = d 0 ∧ ∀ k, (chain d c (k + 2)).det =
      d 0 * (chain (dropFirst d) (dropFirst c) (k + 1)).det
      - c 0 ^ 2 * (chain (dropFirst (dropFirst d)) (dropFirst (dropFirst c)) k).det := by
  have p0 : ∀ d c : ℕ → R, (chain d c 0).det = 1 := fun d c => Matrix.det_fin_zero
  have p1 : ∀ d c : ℕ → R, (chain d c 1).det = d 0 := fun d c => by
    simp [chain, ringMatrix, table, entry]
  refine ⟨p0 d c, p1 d c, fun k => ?_⟩
  cases k with
  | zero =>
    have h : (chain d c 2).det = d 0 * d 1 - c 0 * c 0 := by
      rw [Matrix.det_fin_two]
      simp [chain, ringMatrix, table, entry]
    simp only [zero_add, h, p0, p1, dropFirst]
    ring
  | succ k =>
    -- a ring whose closing bond vanishes is a chain
    have h : (chain d c (k + 3)).det = _ := det_ring_expand d c 0 k
    linear_combination h

/-- Adding a site at the end of an open chain: the three-term recursion of its determinant. -/
theorem chain_append : ∀ (k : ℕ) (d c : ℕ → R), (chain d c (k + 2)).det =
    d (k + 1) * (chain d c (k + 1)).det - c k ^ 2 * (chain d c k).det
  | 0, d, c => by
    have h := (chain_recursion d c).2.2 0
    simp only [zero_add, (chain_recursion _ _).1, (chain_recursion _ _).2.1, dropFirst] at h ⊢
    linear_combination h
  | 1, d, c => by
    have h : (chain d c 3).det = d 0 * (chain (dropFirst d) (dropFirst c) 2).det
      - c 0 ^ 2 * (chain (dropFirst (dropFirst d)) (dropFirst (dropFirst c)) 1).det :=
      (chain_recursion d c).2.2 1
    have h2 : ∀ d c : ℕ → R, (chain d c 2).det = d 0 * d 1 - c 0 ^ 2 := fun d c => by
      have h := (chain_recursion d c).2.2 0
      simp only [zero_add, (chain_recursion _ _).1, (chain_recursion _ _).2.1, dropFirst] at h
      linear_combination h
    rw [h2, (chain_recursion _ _).2.1] at h
    simp only [dropFirst, zero_add, Nat.reduceAdd] at h
    change (chain d c 3).det = d 2 * (chain d c 2).det - c 1 ^ 2 * (chain d c 1).det
    rw [h2, (chain_recursion d c).2.1]
    linear_combination h
  | k + 2, d, c => by
    have i1 := chain_append (k + 1) (dropFirst d) (dropFirst c)
    have i2 := chain_append k (dropFirst (dropFirst d)) (dropFirst (dropFirst c))
    have f := (chain_recursion d c).2.2
    have e1 : dropFirst d (k + 1 + 1) = d (k + 3) := rfl
    have e2 : dropFirst c (k + 1) = c (k + 2) := rfl
    have e3 : dropFirst (dropFirst d) (k + 1) = d (k + 3) := rfl
    have e4 : dropFirst (dropFirst c) k = c (k + 2) := rfl
    rw [e1, e2] at i1
    rw [e3, e4] at i2
    linear_combination f (k + 2) + d 0 * i1 - c 0 ^ 2 * i2 - d (k + 3) * f (k + 1)
      + c (k + 2) ^ 2 * f k
```

The matrix induction identifies all four entries.

```lean
/-- The entries of the ordered transfer product are open-chain determinants, multiplied in the
second column by minus the square of the bond `n - 1`. -/
theorem transfer_entries (d c : ℕ → R) (n k : ℕ) :
    orderedProduct (siteTransfer d c n) (k + 2) =
      !![(chain d c (k + 2)).det,
          -(c (n - 1)) ^ 2 * (chain (dropFirst d) (dropFirst c) (k + 1)).det;
        (chain d c (k + 1)).det,
          -(c (n - 1)) ^ 2 * (chain (dropFirst d) (dropFirst c) k).det] := by
  have e : ∀ {p q r s p' q' r' s' : R}, p = p' → q = q' → r = r' → s = s' →
      !![p, q; r, s] = !![p', q'; r', s'] := by
    intros; subst_vars; rfl
  induction k with
  | zero =>
    have p1 : (chain d c 1).det = d 0 := (chain_recursion d c).2.1
    have s0 := (chain_recursion (dropFirst d) (dropFirst c)).1
    have s1 : (chain (dropFirst d) (dropFirst c) 1).det = d 1 :=
      (chain_recursion (dropFirst d) (dropFirst c)).2.1
    have p2 : (chain d c 2).det = d 1 * (chain d c 1).det - c 0 ^ 2 * (chain d c 0).det :=
      chain_append 0 d c
    rw [p1, (chain_recursion d c).1] at p2
    change !![d 1, -(c 0) ^ 2; 1, 0] * (!![d 0, -(c (n - 1)) ^ 2; 1, 0] * 1) = _
    rw [mul_one, Matrix.mul_fin_two]
    refine e ?_ ?_ ?_ ?_
    · linear_combination -p2
    · linear_combination c (n - 1) ^ 2 * s1
    · linear_combination -p1
    · linear_combination c (n - 1) ^ 2 * s0
  | succ k ih =>
    have h := chain_append (k + 1) d c
    have hS : (chain (dropFirst d) (dropFirst c) (k + 2)).det =
      d (k + 2) * (chain (dropFirst d) (dropFirst c) (k + 1)).det
      - c (k + 1) ^ 2 * (chain (dropFirst d) (dropFirst c) k).det := chain_append k _ _
    change !![d (k + 2), -(c (k + 1)) ^ 2; 1, 0] *
      orderedProduct (siteTransfer d c n) (k + 2) = _
    rw [ih, Matrix.mul_fin_two]
    refine e ?_ ?_ ?_ ?_
    · linear_combination -h
    · linear_combination c (n - 1) ^ 2 * hS
    · ring
    · ring
```

## The trace formula and the Möbius shift

The characteristic matrix is itself a ring matrix, with the bond signs reversed.

```lean
/-- The characteristic polynomial of a ring is the determinant of a ring with site parameters
`X - a i` and all bonds reversed in sign. -/
theorem charpoly_ring (a b : ℕ → R) (e : R) (n : ℕ) : (ringMatrix a b e n).charpoly =
    (ringMatrix (fun i => X - C (a i)) (fun i => -C (b i)) (-C e) n).det := by
  unfold Matrix.charpoly
  congr 1
  ext1 i j
  rw [Matrix.charmatrix_apply]
  by_cases h : i = j
  · subst h
    simp [ringMatrix, table, entry]
  · have h' : (i : ℕ) ≠ j := fun t => h (Fin.ext t)
    rw [Matrix.diagonal_apply_ne _ h]
    simp only [ringMatrix, table, Matrix.of_apply, entry, if_neg h']
    split_ifs <;> simp
```

The main theorem sets the closing bond to `b (n - 1)`. Here `X` is the polynomial variable and `C` embeds parameters as constants.

```lean
/-- Transfer-matrix formula for a heteroatomic ring of at least three sites: the characteristic
polynomial is the trace of the ordered transfer product minus twice the product of all bonds. -/
theorem charpoly_eq_trace_transfer (a b : ℕ → R) (n : ℕ) (hn : 3 ≤ n) :
    (ringMatrix a b (b (n - 1)) n).charpoly =
      (orderedProduct (siteTransfer (fun i => X - C (a i)) (fun i => C (b i)) n) n).trace
      - 2 * ∏ i ∈ Finset.range n, C (b i) := by
  obtain ⟨k, rfl⟩ : ∃ k, n = k + 3 := ⟨n - 3, by omega⟩
  have hT : siteTransfer (fun i => X - C (a i)) (fun i => -C (b i)) (k + 3) =
      siteTransfer (fun i => X - C (a i)) (fun i => C (b i)) (k + 3) := by
    funext i
    cases i <;> simp [siteTransfer, previousBond]
  have ht := congrArg Matrix.trace
    (transfer_entries (fun i => X - C (a i)) (fun i => -C (b i)) (k + 3) (k + 1))
  rw [hT, Matrix.trace_fin_two_of] at ht
  have hf := (chain_recursion (fun i => X - C (a i)) (fun i => -C (b i))).2.2 (k + 1)
  have hp : ∀ m, ∏ i ∈ Finset.range m, (-C (b i)) =
      (-1) ^ m * ∏ i ∈ Finset.range m, C (b i) := by
    intro m
    induction m with
    | zero => simp
    | succ m ih => rw [Finset.prod_range_succ, Finset.prod_range_succ, ih]; ring
  have hq : ∏ i ∈ Finset.range (k + 3), C (b i) =
      (∏ i ∈ Finset.range (k + 2), C (b i)) * C (b (k + 2)) := Finset.prod_range_succ _ _
  have hs : (-1 : R[X]) ^ k * (-1) ^ k = 1 := by rw [← mul_pow]; simp
  rw [charpoly_ring, det_ring_expand]
  have hk : k + 3 - 1 = k + 2 := rfl
  rw [hk] at ht ⊢
  beta_reduce at ht hf ⊢
  linear_combination -ht - hf - 2 * (-1) ^ k * C (b (k + 2)) * hp (k + 2) + 2 * hq
    - 2 * C (b (k + 2)) * (∏ i ∈ Finset.range (k + 2), C (b i)) * hs
```

For an arbitrary closing bond e, only the circulating term is odd in e. Changing e to −e therefore adds 4e b_0 ⋯ b_(n−2). If all bonds are real and negative before the change, as Hückel resonance integrals are, it turns a Hückel ring into a Möbius ring. The same holds for bonds that are all positive when energies are measured in units of the negative resonance integral β, which is how the bonds 1 of the three-site example describe a Hückel ring.

```lean
/-- Changing the closing bond of a ring of at least three sites from `e` to `-e` adds to the
characteristic polynomial the constant four times `e` times the product of the other bonds. -/
theorem moebius_sub_hueckel (a b : ℕ → R) (e : R) (n : ℕ) (hn : 3 ≤ n) :
    (ringMatrix a b (-e) n).charpoly - (ringMatrix a b e n).charpoly =
      4 * C e * ∏ i ∈ Finset.range (n - 1), C (b i) := by
  obtain ⟨k, rfl⟩ : ∃ k, n = k + 3 := ⟨n - 3, by omega⟩
  have hp : ∀ m, ∏ i ∈ Finset.range m, (-C (b i)) =
      (-1) ^ m * ∏ i ∈ Finset.range m, C (b i) := by
    intro m
    induction m with
    | zero => simp
    | succ m ih => rw [Finset.prod_range_succ, Finset.prod_range_succ, ih]; ring
  have hs : (-1 : R[X]) ^ k * (-1) ^ k = 1 := by rw [← mul_pow]; simp
  have hk : k + 3 - 1 = k + 2 := rfl
  rw [charpoly_ring, charpoly_ring, det_ring_expand, det_ring_expand, hk, Polynomial.C_neg]
  beta_reduce
  linear_combination 4 * (-1) ^ k * C e * hp (k + 2)
    + 4 * C e * (∏ i ∈ Finset.range (k + 2), C (b i)) * hs

end HeteroatomicRing
```

```lean
#print axioms HeteroatomicRing.charpoly_eq_trace_transfer
-- 'HeteroatomicRing.charpoly_eq_trace_transfer' depends on axioms: [propext, Classical.choice, Quot.sound]
#print axioms HeteroatomicRing.moebius_sub_hueckel
-- 'HeteroatomicRing.moebius_sub_hueckel' depends on axioms: [propext, Classical.choice, Quot.sound]
```

## Evaluating the polynomial at a trial energy

In a Hückel calculation for non-interacting electrons with one orbital per site, the formula tests a trial energy x without building the n × n matrix. Code starts with P = 1, replaces P by T_i P for i = 0, …, n−1, and returns tr P − 2 b_0 ⋯ b_(n−1). For the three-site ring at x = 2, the trace is 2 and the result is 0, as it should be at a level. If P is rescaled to avoid overflow in a long ring, the bond product must be rescaled by the same factor.
